# Unitary matrices commute with a common nondegenerate Hamiltonian exactly when they commute pairwise

Before connecting bands through a zone-boundary point $\mathbf k$, one can write down the matrices of the symmetry operations at $\mathbf k$ and multiply each pair in both orders. If some pair fails to commute, at least two bands meet at $\mathbf k$, whatever the strength of the potential. If all pairs commute, these operations alone require no contact at $\mathbf k$ itself. Both conclusions are for a finite basis and for operations represented by unitary matrices.

Let $U_i$ be a family of unitary $n\times n$ matrices, finite or infinite. The claim is that some Hermitian $H$ with $n$ distinct eigenvalues commutes with every $U_i$ if and only if $U_iU_j=U_jU_i$ for all $i,j$.

## From distinct levels to commuting symmetries

Suppose $H$ has distinct energies $E_k$ with eigenvectors $v_k$. Put the $v_k$ into the columns of a matrix $V$, and let $D=\mathrm{diag}(E_k)$, so that $HV=VD$. Eigenvectors with different eigenvalues are linearly independent, so $V$ has an inverse $W$, and $WH=DW$.

If $C$ commutes with $H$, then $M=WCV$ satisfies
$$DM=WHCV=WCHV=MD .$$
The $(i,j)$ entry reads $(E_i-E_j)M_{ij}=0$, so $M$ is diagonal. Any two symmetries of $H$ are therefore diagonal in the same basis, and they commute.

## From commuting symmetries to distinct levels

Take first commuting Hermitian matrices $T_j$. If $T_1x=tx$, then $T_1T_2x=T_2T_1x=t\,T_2x$, so $T_2$ maps each eigenspace of $T_1$ into itself and can be diagonalised there. Further matrices split the spaces again, at most until there are $n$ of them, so an infinite family causes no difficulty. The joint eigenspaces are mutually orthogonal, and orthonormal bases of them form the columns of a unitary $V$.

For commuting unitaries, the adjoints join the commuting family:
$$U_iU_j^\dagger=U_j^\dagger U_jU_iU_j^\dagger=U_j^\dagger U_iU_jU_j^\dagger=U_j^\dagger U_i .$$
Taking the adjoint of $U_iU_j=U_jU_i$ shows that the adjoints also commute with each other. With $I$ the imaginary unit, the matrices $U_i+U_i^\dagger$ and $I(U_i-U_i^\dagger)$ are thus commuting Hermitian matrices, diagonal in one orthonormal basis. So is
$$U_i=\tfrac12\left[(U_i+U_i^\dagger)-I\cdot I(U_i-U_i^\dagger)\right].$$
Now set $H=V\,\mathrm{diag}(0,1,\dots,n-1)\,V^\dagger$. It is Hermitian, has distinct levels and commutes with every $U_i$.

For $n=1$ all matrices commute and every real number serves as $H$, so an obstruction first appears at $n=2$. The same construction, without the adjoint step, gives a neighbouring result for observables, which has no theorem of its own below: a family of Hermitian matrices commutes with some nondegenerate Hermitian $H$ exactly when it commutes pairwise.

## Energies and symmetries as Lean objects

In the code `n` is the finite set of basis labels, and the dimension is its number of elements.

```lean
import Mathlib

open Matrix

namespace BandSticking

variable {n : Type*} [Fintype n] [DecidableEq n]
```

Nondegeneracy is stated through an injective list of real energies, each with a nonzero eigenvector; `*ᵥ` applies a matrix to a vector. Hermiticity is a separate condition.

```lean
/-- The matrix `H` has as many distinct real eigenvalues as its dimension: the energies `E k`
are all different and each has a nonzero eigenvector. -/
def HasDistinctLevels (H : Matrix n n ℂ) : Prop :=
  ∃ E : n → ℝ, Function.Injective E ∧ ∀ k, ∃ v : n → ℂ, v ≠ 0 ∧ H *ᵥ v = (E k : ℂ) • v
```

## Symmetries of a nondegenerate matrix

The first lemma is the entry equation $(E_i-E_j)M_{ij}=0$, with injectivity of `E` excluding the first factor when $i\ne j$.

```lean
/-- A matrix that commutes with a diagonal matrix of distinct entries is itself diagonal. -/
theorem eq_diagonal_of_commute {E : n → ℂ} (hE : Function.Injective E) {M : Matrix n n ℂ}
    (h : diagonal E * M = M * diagonal E) : M = diagonal (fun i => M i i) := by
  ext i j
  by_cases hij : i = j
  · subst hij
    simp
  · have h1 := congrFun (congrFun h i) j
    rw [Matrix.diagonal_mul, Matrix.mul_diagonal] at h1
    have h2 : (E i - E j) * M i j = 0 := by linear_combination h1
    rw [Matrix.diagonal_apply_ne _ hij]
    exact (mul_eq_zero.mp h2).resolve_left (sub_ne_zero.mpr (fun h3 => hij (hE h3)))
```

The next lemma compares $ABV$ with $BAV$, where the diagonal factors can be exchanged, and then removes $V$ by its right inverse $W$.

```lean
/-- Two matrices that are diagonal in the same basis commute. -/
theorem commute_of_common_basis {A B V W : Matrix n n ℂ} {a b : n → ℂ} (hVW : V * W = 1)
    (ha : A * V = V * diagonal a) (hb : B * V = V * diagonal b) : A * B = B * A := by
  have h : A * B * V = B * A * V := by
    rw [Matrix.mul_assoc A B, hb, Matrix.mul_assoc B A, ha, ← Matrix.mul_assoc A V, ha,
      ← Matrix.mul_assoc B V, hb, Matrix.mul_assoc, Matrix.mul_assoc,
      Matrix.diagonal_mul_diagonal, Matrix.diagonal_mul_diagonal]
    simp only [mul_comm]
  calc A * B = A * B * V * W := by rw [Matrix.mul_assoc (A * B), hVW, Matrix.mul_one]
    _ = B * A := by rw [h, Matrix.mul_assoc (B * A), hVW, Matrix.mul_one]
```

These combine as in the derivation. `hli` is the independence of the eigenvectors, `hWH` is $WH=DW$, and `key` says that every matrix commuting with $H$ is diagonal in the eigenbasis. Neither $H$ nor the symmetries need be Hermitian or unitary here.

```lean
/-- Any two matrices that commute with a matrix with distinct levels commute with each other. -/
theorem commute_of_distinctLevels {H A B : Matrix n n ℂ} (hH : HasDistinctLevels H)
    (hA : H * A = A * H) (hB : H * B = B * H) : A * B = B * A := by
  obtain ⟨E, hE, hv⟩ := hH
  choose v hv0 hv using hv
  let e : n → ℂ := fun k => (E k : ℂ)
  have he : Function.Injective e := fun i j h => hE (Complex.ofReal_injective h)
  -- the eigenvectors are the columns of an invertible matrix
  let V : Matrix n n ℂ := Matrix.of fun i k => v k i
  have hHV : H * V = V * diagonal e := by
    ext i k
    rw [Matrix.mul_diagonal, mul_comm (V i k)]
    exact congrFun (hv k) i
  have hli : LinearIndependent ℂ v :=
    Module.End.eigenvectors_linearIndependent' H.mulVecLin e he v
      (fun k => ⟨Module.End.mem_eigenspace_iff.mpr (hv k), hv0 k⟩)
  have hVu : IsUnit V := Matrix.linearIndependent_cols_iff_isUnit.mp hli
  obtain ⟨W, hWV⟩ := hVu.exists_left_inv
  have hVW : V * W = 1 := mul_eq_one_comm.mp hWV
  have hWH : W * H = diagonal e * W := by
    calc W * H = W * (H * V) * W := by
          rw [Matrix.mul_assoc, Matrix.mul_assoc, hVW, Matrix.mul_one]
      _ = _ := by rw [hHV, ← Matrix.mul_assoc, hWV, Matrix.one_mul]
  -- every symmetry is diagonal in this basis
  have key : ∀ C : Matrix n n ℂ, H * C = C * H →
      C * V = V * diagonal (fun i => (W * C * V) i i) := by
    intro C hC
    have h1 : diagonal e * (W * C * V) = W * C * V * diagonal e := by
      rw [← Matrix.mul_assoc, ← Matrix.mul_assoc, ← hWH, Matrix.mul_assoc W H C, hC,
        Matrix.mul_assoc (W * C) V, ← hHV]
      simp only [Matrix.mul_assoc]
    rw [← eq_diagonal_of_commute he h1, ← Matrix.mul_assoc, ← Matrix.mul_assoc, hVW,
      Matrix.one_mul]
  exact commute_of_common_basis hVW (key A hA) (key B hB)
```

## A common eigenbasis

For Hermitian matrices, Mathlib supplies the decomposition into joint eigenspaces (`hint`) and their orthogonality (`horth`). A function `χ` labels each space by its eigenvalues, one for every matrix in the family. The proof collects orthonormal bases of these spaces, relabels the vectors by `n` and uses them as columns.

```lean
/-- Pairwise commuting Hermitian matrices are diagonalised by one common unitary matrix. -/
theorem hermitian_common_eigenbasis {κ : Type*} (T : κ → Matrix n n ℂ)
    (hT : ∀ k, (T k).IsHermitian) (hC : ∀ j k, T j * T k = T k * T j) :
    ∃ V ∈ unitaryGroup n ℂ, ∃ d : κ → n → ℂ, ∀ k, T k * V = V * diagonal (d k) := by
  classical
  let L : κ → (EuclideanSpace ℂ n →ₗ[ℂ] EuclideanSpace ℂ n) := fun k => Matrix.toEuclideanLin (T k)
  have hL : ∀ k, (L k).IsSymmetric := fun k => isSymmetric_toEuclideanLin_iff.mpr (hT k)
  have hLC : Pairwise (Function.onFun Commute L) := by
    intro i j _
    apply LinearMap.ext
    intro x
    apply WithLp.ofLp_injective 2
    change T i *ᵥ (T j *ᵥ x.ofLp) = T j *ᵥ (T i *ᵥ x.ofLp)
    rw [Matrix.mulVec_mulVec, Matrix.mulVec_mulVec, hC]
  -- the joint eigenspaces are orthogonal and fill the space
  have hint := LinearMap.IsSymmetric.directSum_isInternal_of_pairwise_commute hL hLC
  have horth := LinearMap.IsSymmetric.orthogonalFamily_iInf_eigenspaces hL
  let f := fun χ : κ → ℂ =>
    (stdOrthonormalBasis ℂ (⨅ j, Module.End.eigenspace (L j) (χ j) : Submodule ℂ _)).toBasis
  let b := hint.collectedBasis f
  have hb : Orthonormal ℂ b := DirectSum.IsInternal.collectedBasis_orthonormal horth hint
    (fun _ => by simp [f])
  have := Module.Finite.finite_basis b
  let := Fintype.ofFinite (Σ χ : κ → ℂ, Fin (Module.finrank ℂ
    (⨅ j, Module.End.eigenspace (L j) (χ j) : Submodule ℂ (EuclideanSpace ℂ n))))
  let e := Fintype.equivOfCardEq
    ((Module.finrank_eq_card_basis b).symm.trans (finrank_euclideanSpace (𝕜 := ℂ) (ι := n)))
  have hv := hb.comp _ e.symm.injective
  refine ⟨Matrix.of fun i k => (b (e.symm k)).ofLp i, ?_, fun j k => (e.symm k).1 j, ?_⟩
  · rw [Matrix.mem_unitaryGroup_iff']
    ext i k
    rw [Matrix.one_apply, ← orthonormal_iff_ite.mp hv i k]
    simp [Matrix.mul_apply, Matrix.star_apply, PiLp.inner_apply, mul_comm]
  · intro j
    ext i k
    have h1 := (Submodule.mem_iInf _).mp (hint.collectedBasis_mem f (e.symm k)) j
    have h2 := congrArg (fun x => x.ofLp i) (Module.End.mem_eigenspace_iff.mp h1)
    rw [Matrix.mul_diagonal, mul_comm (Matrix.of _ i k)]
    exact h2
```

The unitary case applies this to all combinations $zU_i+z^*U_i^\dagger$ with complex $z$. `c2` and `c4` are the two commutation relations for adjoints. The values $z=1$ and $z=I$ give the two Hermitian matrices used above, and the final `linear_combination` recovers $U_i$ from them.

```lean
/-- Pairwise commuting unitary matrices are diagonalised by one common unitary matrix. -/
theorem unitary_common_eigenbasis {ι : Type*} (U : ι → Matrix n n ℂ)
    (hU : ∀ i, U i ∈ unitaryGroup n ℂ) (hC : ∀ i j, U i * U j = U j * U i) :
    ∃ V ∈ unitaryGroup n ℂ, ∃ d : ι → n → ℂ, ∀ i, U i * V = V * diagonal (d i) := by
  have c1 : ∀ i j, Commute (U i) (U j) := hC
  -- the adjoint is the inverse, so it commutes with the family as well
  have c2 : ∀ i j, Commute (U i) (U j)ᴴ := by
    intro i j
    have h1 : U j * (U j)ᴴ = 1 := Matrix.mem_unitaryGroup_iff.mp (hU j)
    have h2 : (U j)ᴴ * U j = 1 := Matrix.mem_unitaryGroup_iff'.mp (hU j)
    calc U i * (U j)ᴴ = (U j)ᴴ * (U j * U i) * (U j)ᴴ := by
          rw [← Matrix.mul_assoc, h2, Matrix.one_mul]
      _ = (U j)ᴴ * U i := by
          rw [← hC i j, Matrix.mul_assoc, Matrix.mul_assoc, h1, Matrix.mul_one]
  have c4 : ∀ i j, Commute (U i)ᴴ (U j)ᴴ := by
    intro i j
    change (U i)ᴴ * (U j)ᴴ = (U j)ᴴ * (U i)ᴴ
    rw [← Matrix.conjTranspose_mul, ← Matrix.conjTranspose_mul, hC]
  -- the Hermitian combinations z U + z* U† carry the whole family
  obtain ⟨V, hV, d, hd⟩ := hermitian_common_eigenbasis
    (fun k : ι × ℂ => k.2 • U k.1 + star k.2 • (U k.1)ᴴ)
    (fun k => by
      simp only [Matrix.IsHermitian, Matrix.conjTranspose_add, Matrix.conjTranspose_smul,
        Matrix.conjTranspose_conjTranspose, star_star]
      exact add_comm _ _)
    (fun j k =>
      ((((c1 j.1 k.1).smul_right _).add_right ((c2 j.1 k.1).smul_right _)).smul_left _).add_left
      ((((c2 k.1 j.1).symm.smul_right _).add_right ((c4 j.1 k.1).smul_right _)).smul_left _))
  refine ⟨V, hV, fun i k => (d (i, 1) k - Complex.I * d (i, Complex.I) k) / 2, fun i => ?_⟩
  ext a k
  have h1 := congrFun (congrFun (hd (i, 1)) a) k
  have h2 := congrFun (congrFun (hd (i, Complex.I)) a) k
  simp only [Matrix.add_mul, Matrix.smul_mul, Matrix.add_apply, Matrix.smul_apply, smul_eq_mul,
    Matrix.mul_diagonal, Complex.star_def, map_one, Complex.conj_I] at h1 h2
  rw [Matrix.mul_diagonal]
  linear_combination (1 / 2) * h1 - (Complex.I / 2) * h2
    + (1 / 2) * ((U i * V) a k - ((U i)ᴴ * V) a k) * Complex.I_sq
```

## The equivalence and the forced degeneracy

In the main theorem the index type `ι` of the family is arbitrary, and no group structure is assumed. The forward direction is the commutation lemma; the reverse one builds $V\,\mathrm{diag}(0,1,\dots)\,V^\dagger$ and checks its properties. The theorem provides some nondegenerate $H$. A particular Hamiltonian with commuting symmetries may still have accidental degeneracies.

```lean
/-- A family of unitary symmetries commutes with some Hermitian matrix with distinct levels
if and only if the symmetries commute pairwise. -/
theorem exists_distinctLevels_iff_commute {ι : Type*} (U : ι → Matrix n n ℂ)
    (hU : ∀ i, U i ∈ unitaryGroup n ℂ) :
    (∃ H : Matrix n n ℂ, H.IsHermitian ∧ HasDistinctLevels H ∧ ∀ i, H * U i = U i * H) ↔
      ∀ i j, U i * U j = U j * U i := by
  constructor
  · rintro ⟨H, -, hH, hc⟩ i j
    exact commute_of_distinctLevels hH (hc i) (hc j)
  · intro hC
    obtain ⟨V, hV, d, hd⟩ := unitary_common_eigenbasis U hU hC
    have h1 : V * Vᴴ = 1 := Matrix.mem_unitaryGroup_iff.mp hV
    have h2 : Vᴴ * V = 1 := Matrix.mem_unitaryGroup_iff'.mp hV
    -- put the energies 0, 1, 2, ... on the common eigenvectors
    let E : n → ℝ := fun k => ((Fintype.equivFin n k : ℕ) : ℝ)
    have hE : Function.Injective E := fun i j h =>
      (Fintype.equivFin n).injective (Fin.ext (Nat.cast_injective h))
    let e : n → ℂ := fun k => (E k : ℂ)
    have hD : (diagonal e)ᴴ = diagonal e := by
      rw [Matrix.diagonal_conjTranspose]
      exact congrArg diagonal (funext fun k => Complex.conj_ofReal _)
    have h3 : V * diagonal e * Vᴴ * V = V * diagonal e := by
      rw [Matrix.mul_assoc, h2, Matrix.mul_one]
    refine ⟨V * diagonal e * Vᴴ, ?_, ⟨E, hE, fun k => ⟨fun i => V i k, ?_, ?_⟩⟩,
      fun i => commute_of_common_basis h1 h3 (hd i)⟩
    · change (V * diagonal e * Vᴴ)ᴴ = V * diagonal e * Vᴴ
      rw [Matrix.conjTranspose_mul, Matrix.conjTranspose_mul, hD,
        Matrix.conjTranspose_conjTranspose, Matrix.mul_assoc]
    · intro h0
      have h4 := congrFun (congrFun h2 k) k
      rw [Matrix.mul_apply, Matrix.one_apply_eq] at h4
      have h5 : ∀ i, V i k = 0 := fun i => congrFun h0 i
      simp [h5] at h4
    · funext i
      have h4 := congrFun (congrFun h3 i) k
      rw [Matrix.mul_diagonal, mul_comm (V i k)] at h4
      exact h4
```

For a given Hermitian $H$, noncommuting symmetries produce two nonzero orthogonal states of equal energy; `star x ⬝ᵥ y` is $\langle x|y\rangle$. If the eigenvalues listed along Mathlib's orthonormal eigenbasis were all different, the symmetries would commute, so two basis vectors share an energy. The theorem does not say which level is degenerate, and other levels may remain single.

```lean
/-- If two symmetries of a Hermitian matrix do not commute, then two orthogonal nonzero states
share the same energy. -/
theorem degenerate_of_not_commute {H A B : Matrix n n ℂ} (hH : H.IsHermitian)
    (hA : H * A = A * H) (hB : H * B = B * H) (hAB : A * B ≠ B * A) :
    ∃ (E : ℝ) (x y : n → ℂ), x ≠ 0 ∧ y ≠ 0 ∧ star x ⬝ᵥ y = 0 ∧
      H *ᵥ x = (E : ℂ) • x ∧ H *ᵥ y = (E : ℂ) • y := by
  have h0 : ∀ k, (hH.eigenvectorBasis k).ofLp ≠ 0 := fun k h =>
    hH.eigenvectorBasis.orthonormal.ne_zero k (WithLp.ofLp_injective 2 h)
  have hev : ∀ k, H *ᵥ (hH.eigenvectorBasis k).ofLp
      = (hH.eigenvalues k : ℂ) • (hH.eigenvectorBasis k).ofLp := by
    intro k
    rw [hH.mulVec_eigenvectorBasis k]
    funext i
    simp
  -- distinct eigenvalues would make the symmetries commute
  have hni : ¬ Function.Injective hH.eigenvalues := fun hinj =>
    hAB (commute_of_distinctLevels ⟨hH.eigenvalues, hinj, fun k => ⟨_, h0 k, hev k⟩⟩ hA hB)
  obtain ⟨i, j, hij, hne⟩ := Function.not_injective_iff.mp hni
  refine ⟨hH.eigenvalues i, _, _, h0 i, h0 j, ?_, hev i, ?_⟩
  · rw [dotProduct_comm, ← EuclideanSpace.inner_eq_star_dotProduct]
    exact hH.eigenvectorBasis.orthonormal.2 hne
  · rw [hij]
    exact hev j
```

To use this for a crystal, one must supply the fact that the operations at $\mathbf k$ act on an orthonormal set of Bloch functions as unitary matrices commuting with $H(\mathbf k)$. Time reversal is antiunitary and does not fit this description.

## Two bands held together by $X$ and $Z$

For spinless electrons, a glide along $x$ and a mirror reversing $x$ give products that differ by one lattice translation when taken in the two orders. At a zone-boundary point with $k_x=\pi/a$ that both operations preserve, where $a$ is the lattice constant along $x$, this translation is represented by $-1$, so the two operations anticommute. On two states they are the Pauli matrices $X$ and $Z$, up to phases and a choice of basis.

Commuting with $Z$ removes the off-diagonal entries of $H$, and commuting with $X$ makes the diagonal entries equal. Hence $H=c\,1$, and both bands have the same energy. The proof reads off these entries one by one.

```lean
/-- The Pauli matrices X and Z do not commute, and the matrices that commute with both are
exactly the multiples of the identity. -/
theorem pauli_sticking_witness :
    (!![0, 1; 1, 0] * !![1, 0; 0, -1] : Matrix (Fin 2) (Fin 2) ℂ)
      ≠ !![1, 0; 0, -1] * !![0, 1; 1, 0] ∧
    ∀ H : Matrix (Fin 2) (Fin 2) ℂ,
      (H * !![0, 1; 1, 0] = !![0, 1; 1, 0] * H ∧ H * !![1, 0; 0, -1] = !![1, 0; 0, -1] * H) ↔
        ∃ c : ℂ, H = c • (1 : Matrix (Fin 2) (Fin 2) ℂ) := by
  refine ⟨?_, fun H => ⟨?_, ?_⟩⟩
  · intro h
    have h1 := congrFun (congrFun h 0) 1
    norm_num [Matrix.mul_apply, Fin.sum_univ_two] at h1
  · rintro ⟨hX, hZ⟩
    have h1 : H 0 0 = H 1 1 := by
      simpa [Matrix.mul_apply, Fin.sum_univ_two] using congrFun (congrFun hX 0) 1
    have h2 : H 0 1 * -1 = 1 * H 0 1 := by
      simpa [Matrix.mul_apply, Fin.sum_univ_two] using congrFun (congrFun hZ 0) 1
    have h3 : H 1 0 * 1 = -1 * H 1 0 := by
      simpa [Matrix.mul_apply, Fin.sum_univ_two] using congrFun (congrFun hZ 1) 0
    have h4 : H 0 1 = 0 := by linear_combination (-1 / 2) * h2
    have h5 : H 1 0 = 0 := by linear_combination (1 / 2) * h3
    refine ⟨H 0 0, ?_⟩
    ext i j
    fin_cases i <;> fin_cases j <;> simp [h1, h4, h5]
  · rintro ⟨c, rfl⟩
    constructor <;> simp

end BandSticking
```

```lean
#print axioms BandSticking.unitary_common_eigenbasis
#print axioms BandSticking.exists_distinctLevels_iff_commute
#print axioms BandSticking.degenerate_of_not_commute
```

```
'BandSticking.unitary_common_eigenbasis' depends on axioms: [propext, Classical.choice, Quot.sound]
'BandSticking.exists_distinctLevels_iff_commute' depends on axioms: [propext, Classical.choice, Quot.sound]
'BandSticking.degenerate_of_not_commute' depends on axioms: [propext, Classical.choice, Quot.sound]
```
